# For commuting rotations, the ratio of double-group factors does not depend on the choice of lifts

My multiplication table for the spin matrices of $D_2$ disagrees with a colleague's: for the half turns about $x$ and $y$, my product needs no extra sign and hers needs a minus. We chose the signs of the matrices differently, so a single minus sign in a table does not show whether it is physics or bookkeeping. Can a better choice remove all the signs, or is there something in them that we must agree on?

## What a change of signs can and cannot do

No choice removes them all, and you must agree on the ratio of the factors for the two orders of multiplication. Take

$$U_x=-i\sigma_x,\quad U_y=-i\sigma_y,\quad U_z=-i\sigma_z,$$

where the $\sigma$'s are Pauli matrices. Then $U_xU_y=U_z$ but $U_yU_x=-U_z$, so the factors are $+1$ and $-1$, with ratio $-1$. If your colleague uses $-U_z$ instead, they become $-1$ and $+1$. The ratio is still $-1$.

In general, let $p:E\to G$ map the double group to the point group, with central kernel. Physically, the rotation by $2\pi$ commutes with every spin rotation. A section $s$ picks one lift $s(g)$ of each $g$, so $p(s(g))=g$. Define
$$w(g,h)=s(g)s(h)s(gh)^{-1}.$$

**Kernel.** $p(w(g,h))=gh(gh)^{-1}=1$.

**Cocycle identity.** Cancel $s(gh)$, insert $s(h)s(k)=w(h,k)s(hk)$, and move the central factor to the left:
$$\begin{aligned}w(g,h)w(gh,k)&=s(g)s(h)s(k)s(ghk)^{-1}\\&=s(g)w(h,k)s(hk)s(ghk)^{-1}\\&=w(h,k)w(g,hk).\end{aligned}$$

**New section.** If $s'$ is another section, $c(g)=s'(g)s(g)^{-1}$ lies in the kernel. Pulling the central factors out of $w'$, the factor system of $s'$, gives
$$w'(g,h)=c(g)c(h)c(gh)^{-1}\,w(g,h).$$
The prefactor is the coboundary of $c$.

**Ratio.** If $gh=hg$, the middle factors cancel:
$$\begin{aligned}w(g,h)w(h,g)^{-1}&=s(g)s(h)s(gh)^{-1}s(hg)s(g)^{-1}s(h)^{-1}\\&=s(g)s(h)s(g)^{-1}s(h)^{-1}.\end{aligned}$$
Other lifts are $zs(g)$ and $ys(h)$ with $z,y$ central. In the commutator, $z$ meets $z^{-1}$ and $y$ meets $y^{-1}$, so nothing changes.

**Removing every factor.** If $w$ is the coboundary of a kernel-valued $c$, then $t(g)=c(g)^{-1}s(g)$ has factor system $1$ and is a homomorphism. Conversely, if a homomorphic section $t$ exists, write $s=ct$; then $w$ is the coboundary of $c$. For $D_2$ such a $t$ would give ratio $1$, not $-1$, so there is none.

## How the Lean statements read

`E` and `G` are arbitrary groups, `hc` says that the kernel is central, and `hs` says that `s` is a section. `factor s g h` is $w(g,h)$; `factor c g h` is the coboundary of `c`.

For $D_2$, `ℤˣ × ℤˣ` records the signs given to the $x$ and $y$ axes: `(1, -1)` is the half turn about $x$, `(-1, 1)` the one about $y$. The double group is `QuaternionGroup 2`, of order eight, and `a 2` stands for the rotation by $2\pi$. The identification with the spin matrices above sends `a 1` to $U_x$ and `xa 0` to $U_y$; it is not part of the Lean code.

```lean
import Mathlib

namespace DoubleGroupCocycle

variable {E G : Type*} [Group E] [Group G] {p : E →* G}

/-- The factor system `w(g,h) = s(g) s(h) s(gh)⁻¹` of a map `s` from `G` to `E`.
For a map with values in a central subgroup this is its coboundary. -/
def factor (s : G → E) (g h : G) : E := s g * s h * (s (g * h))⁻¹

/-- The factor system of a section of `p` takes its values in the kernel of `p`. -/
theorem factor_mem_ker {s : G → E} (hs : ∀ g, p (s g) = g) (g h : G) :
    factor s g h ∈ p.ker := by
  rw [MonoidHom.mem_ker, factor, map_mul, map_mul, map_inv, hs g, hs h, hs (g * h),
    mul_inv_cancel]

/-- If the kernel of `p` is central, the factor system of a section obeys the
2-cocycle identity `w(g,h) w(gh,k) = w(h,k) w(g,hk)`. -/
theorem factor_cocycle (hc : p.ker ≤ Subgroup.center E) {s : G → E}
    (hs : ∀ g, p (s g) = g) (g h k : G) :
    factor s g h * factor s (g * h) k = factor s h k * factor s g (h * k) := by
  have hw : s g * factor s h k = factor s h k * s g :=
    Subgroup.mem_center_iff.mp (hc (factor_mem_ker hs h k)) (s g)
  -- both sides reduce the triple product s(g) s(h) s(k)
  calc factor s g h * factor s (g * h) k
      = s g * factor s h k * s (h * k) * (s (g * (h * k)))⁻¹ := by
        simp [factor, mul_assoc]
    _ = factor s h k * factor s g (h * k) := by
        rw [hw]
        simp only [factor, mul_assoc]

/-- Multiplying the lifts `s(g)` by elements `c(g)` of a central kernel multiplies the
factor system by the coboundary of `c`. -/
theorem factor_twist (hc : p.ker ≤ Subgroup.center E) (c : G → E)
    (hk : ∀ g, c g ∈ p.ker) (s : G → E) (g h : G) :
    factor (fun x => c x * s x) g h = factor c g h * factor s g h := by
  have h1 : s g * c h = c h * s g := Subgroup.mem_center_iff.mp (hc (hk h)) (s g)
  have h2 : (s g * s h * (s (g * h))⁻¹) * (c (g * h))⁻¹
      = (c (g * h))⁻¹ * (s g * s h * (s (g * h))⁻¹) :=
    Subgroup.mem_center_iff.mp (hc (p.ker.inv_mem (hk (g * h)))) _
  calc factor (fun x => c x * s x) g h
      = c g * (s g * c h) * s h * (s (g * h))⁻¹ * (c (g * h))⁻¹ := by
        simp only [factor, mul_inv_rev, mul_assoc]
    _ = c g * c h * ((s g * s h * (s (g * h))⁻¹) * (c (g * h))⁻¹) := by
        rw [h1]
        simp only [mul_assoc]
    _ = factor c g h * factor s g h := by
        rw [h2]
        simp only [factor, mul_assoc]

/-- If the kernel of `p` is central, two sections differ by a function `c` with values in
the kernel, and their factor systems differ by the coboundary of `c`. -/
theorem factor_change_section (hc : p.ker ≤ Subgroup.center E) {s s' : G → E}
    (hs : ∀ g, p (s g) = g) (hs' : ∀ g, p (s' g) = g) :
    ∃ c : G → E, (∀ g, c g ∈ p.ker) ∧ (∀ g, s' g = c g * s g) ∧
      ∀ g h, factor s' g h = factor c g h * factor s g h := by
  have hk : ∀ g, s' g * (s g)⁻¹ ∈ p.ker := fun g => by
    rw [MonoidHom.mem_ker, map_mul, map_inv, hs, hs', mul_inv_cancel]
  refine ⟨fun g => s' g * (s g)⁻¹, hk, fun g => by simp, fun g h => ?_⟩
  have h3 := factor_twist hc (fun g => s' g * (s g)⁻¹) hk s g h
  simpa only [inv_mul_cancel_right] using h3

/-- If the kernel of `p` is central, the commutator of two elements of `E` depends only on
their images in `G`. -/
theorem commutator_lift (hc : p.ker ≤ Subgroup.center E) {a a' b b' : E}
    (ha : p a = p a') (hb : p b = p b') :
    a * b * a⁻¹ * b⁻¹ = a' * b' * a'⁻¹ * b'⁻¹ := by
  have key : ∀ u v : E, p u = p v → ∃ z ∈ Subgroup.center E, u = z * v := fun u v huv =>
    ⟨u * v⁻¹, hc (by rw [MonoidHom.mem_ker, map_mul, map_inv, huv, mul_inv_cancel]),
      by simp⟩
  obtain ⟨z, hz, ea⟩ := key a a' ha
  obtain ⟨y, hy, eb⟩ := key b b' hb
  have zc := Subgroup.mem_center_iff.mp hz
  have yc := Subgroup.mem_center_iff.mp hy
  have zi : z⁻¹ * b'⁻¹ = b'⁻¹ * z⁻¹ := by
    rw [← mul_inv_rev, ← mul_inv_rev, zc b']
  have hzy := Subgroup.mem_center_iff.mp ((Subgroup.center E).mul_mem hz hy)
    (a' * b' * a'⁻¹ * b'⁻¹)
  -- collect the central factors z and y, which then cancel
  rw [ea, eb]
  calc z * a' * (y * b') * (z * a')⁻¹ * (y * b')⁻¹
      = z * (a' * y) * b' * a'⁻¹ * (z⁻¹ * b'⁻¹) * y⁻¹ := by
        simp only [mul_inv_rev, mul_assoc]
    _ = (z * y) * (a' * b' * a'⁻¹ * b'⁻¹) * (z⁻¹ * y⁻¹) := by
        rw [yc a', zi]
        simp only [mul_assoc]
    _ = a' * b' * a'⁻¹ * b'⁻¹ := by
        rw [← hzy, ← zc y]
        simp only [mul_assoc, mul_inv_cancel_left, mul_inv_cancel, mul_one]

/-- For a central kernel and commuting `g`, `h`, the ratio `w(g,h) / w(h,g)` of any section
is the commutator of any lifts `a`, `b` of `g`, `h`; it is the same for all sections. -/
theorem factor_ratio (hc : p.ker ≤ Subgroup.center E) {s : G → E}
    (hs : ∀ g, p (s g) = g) {g h : G} (hgh : g * h = h * g) {a b : E}
    (ha : p a = g) (hb : p b = h) :
    factor s g h * (factor s h g)⁻¹ = a * b * a⁻¹ * b⁻¹ := by
  rw [commutator_lift hc (ha.trans (hs g).symm) (hb.trans (hs h).symm)]
  unfold factor
  rw [hgh]
  simp only [mul_inv_rev, inv_inv, mul_assoc, inv_mul_cancel_left]

/-- For a central kernel, the factor system of a section is the coboundary of a map into the kernel
if and only if some choice of lifts is a group homomorphism. -/
theorem coboundary_iff_split (hc : p.ker ≤ Subgroup.center E) {s : G → E}
    (hs : ∀ g, p (s g) = g) :
    (∃ c : G → E, (∀ g, c g ∈ p.ker) ∧ ∀ g h, factor s g h = factor c g h) ↔
      ∃ t : G →* E, ∀ g, p (t g) = g := by
  constructor
  · rintro ⟨c, hk, hw⟩
    have hk' : ∀ g, (c g)⁻¹ ∈ p.ker := fun g => p.ker.inv_mem (hk g)
    -- the corrected lifts c(g)⁻¹ s(g) multiply without extra factors
    refine ⟨MonoidHom.mk' (fun g => (c g)⁻¹ * s g) (fun g h => ?_), fun g => ?_⟩
    · have h1 := factor_twist hc (fun g => (c g)⁻¹) hk' s g h
      have h2 := factor_twist hc (fun g => (c g)⁻¹) hk' c g h
      rw [hw, ← h2] at h1
      simp only [factor, inv_mul_cancel, mul_one, inv_one] at h1
      exact (mul_inv_eq_one.mp h1).symm
    · change p ((c g)⁻¹ * s g) = g
      rw [map_mul, map_inv, MonoidHom.mem_ker.mp (hk g), hs, inv_one, one_mul]
  · rintro ⟨t, ht⟩
    obtain ⟨c, hk, -, hw⟩ := factor_change_section hc ht hs
    refine ⟨c, hk, fun g h => ?_⟩
    rw [hw g h]
    simp only [factor, map_mul, mul_inv_cancel, mul_one]

/-- The rotation in D2 belonging to an element of the quaternion group, recorded by the
signs it gives to the x and y axes. -/
def d2Map : QuaternionGroup 2 → ℤˣ × ℤˣ
  | .a i => (1, if i = 0 ∨ i = 2 then 1 else -1)
  | .xa i => (-1, if i = 0 ∨ i = 2 then 1 else -1)

/-- The homomorphism from the double group of D2, the quaternion group of order eight,
onto the point group D2. -/
def d2Cover : QuaternionGroup 2 →* ℤˣ × ℤˣ :=
  MonoidHom.mk' d2Map (by
    rintro (i | i) (j | j) <;>
    simp only [QuaternionGroup.a_mul_a, QuaternionGroup.a_mul_xa,
      QuaternionGroup.xa_mul_a, QuaternionGroup.xa_mul_xa] <;>
    revert i j <;> decide)

/-- The map from the double group of D2 to D2 has central kernel and is surjective. -/
theorem d2Cover_witness :
    d2Cover.ker ≤ Subgroup.center (QuaternionGroup 2) ∧ Function.Surjective d2Cover := by
  constructor
  · intro x hx
    have hx' : d2Map x = 1 := MonoidHom.mem_ker.mp hx
    clear hx
    rw [Subgroup.mem_center_iff]
    intro y
    rcases x with i | i <;> rcases y with j | j <;>
    simp only [QuaternionGroup.a_mul_a, QuaternionGroup.a_mul_xa,
      QuaternionGroup.xa_mul_a, QuaternionGroup.xa_mul_xa,
      QuaternionGroup.a.injEq, QuaternionGroup.xa.injEq] <;>
    revert i j <;> decide
  · rintro ⟨u, v⟩
    rcases Int.units_eq_one_or u with rfl | rfl <;>
    rcases Int.units_eq_one_or v with rfl | rfl
    · exact ⟨.a 0, (by decide : d2Map (.a 0) = (1, 1))⟩
    · exact ⟨.a 1, (by decide : d2Map (.a 1) = (1, -1))⟩
    · exact ⟨.xa 0, (by decide : d2Map (.xa 0) = (-1, 1))⟩
    · exact ⟨.xa 1, (by decide : d2Map (.xa 1) = (-1, -1))⟩

/-- For the half turns about x and y in D2, every section into the double group gives the
ratio `w(g,h) / w(h,g)` equal to `a 2`, which is not the identity. -/
theorem d2_ratio {s : ℤˣ × ℤˣ → QuaternionGroup 2} (hs : ∀ g, d2Cover (s g) = g) :
    factor s (1, -1) (-1, 1) * (factor s (-1, 1) (1, -1))⁻¹ = QuaternionGroup.a 2 ∧
      (QuaternionGroup.a 2 : QuaternionGroup 2) ≠ 1 := by
  constructor
  · have ha : d2Cover (.a 1) = (1, -1) := (by decide : d2Map (.a 1) = (1, -1))
    have hb : d2Cover (.xa 0) = (-1, 1) := (by decide : d2Map (.xa 0) = (-1, 1))
    rw [factor_ratio d2Cover_witness.1 hs (mul_comm _ _) ha hb,
      mul_inv_eq_iff_eq_mul, mul_inv_eq_iff_eq_mul]
    have h : (0 - 1 : ZMod (2 * 2)) = 0 - 2 + 1 := by decide
    rw [QuaternionGroup.a_mul_xa, QuaternionGroup.a_mul_xa, QuaternionGroup.xa_mul_a, h]
  · intro h
    rw [QuaternionGroup.one_def] at h
    exact absurd (QuaternionGroup.a.inj h) (by decide)

/-- No choice of lifts from D2 to its double group is a group homomorphism. -/
theorem d2_not_split : ¬ ∃ t : ℤˣ × ℤˣ →* QuaternionGroup 2, ∀ g, d2Cover (t g) = g := by
  rintro ⟨t, ht⟩
  obtain ⟨h1, h2⟩ := d2_ratio ht
  have hw : ∀ g h, factor t g h = 1 := fun g h => by
    rw [factor, map_mul, mul_inv_cancel]
  rw [hw, hw, inv_one, one_mul] at h1
  exact h2 h1.symm

end DoubleGroupCocycle
```

```lean
#print axioms DoubleGroupCocycle.factor_cocycle
#print axioms DoubleGroupCocycle.factor_ratio
#print axioms DoubleGroupCocycle.coboundary_iff_split
#print axioms DoubleGroupCocycle.d2_not_split
```

```
'DoubleGroupCocycle.factor_cocycle' depends on axioms: [propext, Classical.choice, Quot.sound]
'DoubleGroupCocycle.factor_ratio' depends on axioms: [propext, Classical.choice, Quot.sound]
'DoubleGroupCocycle.coboundary_iff_split' depends on axioms: [propext, Classical.choice, Quot.sound]
'DoubleGroupCocycle.d2_not_split' depends on axioms: [propext, Classical.choice, Quot.sound]
```

## From the algebra to the proofs

`factor_mem_ker` applies $p$. In `factor_cocycle`, `hw` is the step that moves $w(h,k)$ past $s(g)$. `factor_twist` pulls out the central factors, and `factor_change_section` applies it to $c=s's^{-1}$.

`commutator_lift` writes each lift as a central element times another and cancels; `factor_ratio` then uses $gh=hg$. `coboundary_iff_split` uses `factor_twist` twice, on $s$ and on $c$, to see that the corrected lifts have no factors left.

For $D_2$, `decide` checks the finite cases showing that `d2Cover` is a homomorphism with central kernel, and `d2Cover_witness` also gives a lift of each rotation. `d2_ratio` evaluates the commutator of `a 1` and `xa 0`, and `d2_not_split` draws the contradiction.

In electronic-structure work with spin-orbit coupling, the consequence for an odd number of electrons in $D_2$ symmetry is that the matrices of the two half turns anticommute, so no level can belong to a one-dimensional representation.
